# One-body matrix elements between Slater determinants from the adjugate of the orbital overlap

Suppose that two Slater determinants have been optimised separately, one for the ground state and one for an excited state, and that the transition dipole moment between them is wanted. The orbitals of one are in general not orthogonal to those of the other. Collect the overlaps between the two sets in a matrix $S$. A familiar expression for the moment contains $\det(S)$ times a trace with $S^{-1}$, and it breaks down when $S$ is singular. This happens exactly when the two determinants are orthogonal, and the moment need not vanish there.

The adjugate, which is the transposed matrix of cofactors and not the Hermitian adjoint, removes the difficulty. Let $\Psi_A$ and $\Psi_B$ be the two determinants of $N$ particles, each with the prefactor $1/\sqrt{N!}$. Let the columns of $A$ and $B$ hold their orbitals in a finite orthonormal basis, let $h$ be the matrix of a one-particle operator, and let $S=A^*B$, where $A^*$ is the conjugate transpose. Then

$$\Big\langle \Psi_A\Big|\sum_i h(i)\Big|\Psi_B\Big\rangle=\operatorname{tr}\big(\operatorname{adj}(S)\,A^*hB\big)$$

for every $S$. In non-orthogonal configuration interaction this supplies the matrix elements of one-body operators; electron repulsion, a two-body operator, needs a separate formula.

## Wavefunctions on configurations

There are $M$ basis states and $N$ particles, both numbered from 0. No relation between $M$ and $N$ is assumed.

```lean
import Mathlib

open Matrix

namespace SlaterOneBody

variable {M N : ℕ}
```

The determinant carries the prefactor $1/\sqrt{N!}$, which gives norm one when the orbitals are orthonormal. The number $\sqrt{N!}$ is defined first, as a complex number.

```lean
/-- The square root of `N!`, whose inverse is the prefactor of a Slater determinant. -/
noncomputable def rootFactorial (N : ℕ) : ℂ := ((Real.sqrt (N.factorial : ℝ) : ℝ) : ℂ)
```

A configuration $x$ puts particle $i$ on basis state $x_i$. The Slater determinant is the function

$$\Psi_A(x)=\frac{1}{\sqrt{N!}}\det\big[A_{x_i j}\big]_{ij}.$$

In Lean, `A.submatrix x id` is the matrix whose row $i$ is row $x_i$ of $A$. The columns of $A$ may be any vectors, orthonormal or not.

```lean
/-- The Slater determinant of the columns of `A`, with prefactor `1/√N!`, evaluated at the
configuration `x` that puts particle `i` on the basis state `x i`. -/
noncomputable def slater (A : Matrix (Fin M) (Fin N) ℂ) (x : Fin N → Fin M) : ℂ :=
  (rootFactorial N)⁻¹ * (A.submatrix x id).det
```

The operator $H=\sum_i h(i)$ acts on one particle coordinate at a time. With $x[i\to p]$ for the configuration in which particle $i$ has been moved to state $p$,

$$(H\psi)(x)=\sum_i\sum_p h_{x_i p}\,\psi(x[i\to p]).$$

The matrix $h$ need not be Hermitian.

```lean
/-- The sum over particles of the one-body operator `h`, acting on an `N`-particle
wavefunction. -/
def oneBody (h : Matrix (Fin M) (Fin M) ℂ) (ψ : (Fin N → Fin M) → ℂ)
    (x : Fin N → Fin M) : ℂ :=
  ∑ i, ∑ p, h (x i) p * ψ (Function.update x i p)
```

The inner product is conjugate-linear in its first argument and runs over all $M^N$ configurations, not only the ordered ones.

```lean
/-- The inner product of two `N`-particle wavefunctions, summed over all configurations. -/
def braket (φ ψ : (Fin N → Fin M) → ℂ) : ℂ := ∑ x, star (φ x) * ψ x
```

To apply the definitions to electrons, one expands the orbitals in space and spin in a finite orthonormal basis. Coefficients in linearly independent but overlapping atomic orbitals can be transformed to such a basis. Equivalently, they can be kept as they are if $S$ is taken to be $A^*\Sigma B$, with $\Sigma$ the overlap matrix of the atomic orbitals, and $h$ to be the matrix of integrals of the operator between them. The Lean code treats the orthonormal case.

## Antisymmetry survives the operator

A wavefunction is called fermionic if $\psi(x\circ\sigma)=\operatorname{sgn}(\sigma)\,\psi(x)$ for every permutation $\sigma$ of the particles.

```lean
/-- A wavefunction is fermionic if permuting the particles multiplies it by the sign of the
permutation. -/
def IsFermionic (ψ : (Fin N → Fin M) → ℂ) : Prop :=
  ∀ (σ : Equiv.Perm (Fin N)) (x : Fin N → Fin M),
    ψ (x ∘ σ) = ((Equiv.Perm.sign σ : ℤ) : ℂ) * ψ x
```

For $\Psi_A$, permuting the particles permutes the rows of the determinant, which produces the sign.

```lean
/-- Every Slater determinant is fermionic. -/
theorem slater_fermionic (A : Matrix (Fin M) (Fin N) ℂ) : IsFermionic (slater A) := by
  intro σ x
  have hdet : (A.submatrix (x ∘ σ) id).det
      = ((Equiv.Perm.sign σ : ℤ) : ℂ) * (A.submatrix x id).det :=
    Matrix.det_permute σ (A.submatrix x id)
  rw [slater, slater, hdet]
  ring
```

For $H\psi$, moving particle $i$ in the permuted configuration is the same as moving particle $\sigma(i)$ in the original one and permuting afterwards: $(x\circ\sigma)[i\to p]=x[\sigma(i)\to p]\circ\sigma$. Hence

$$(H\psi)(x\circ\sigma)=\operatorname{sgn}(\sigma)\sum_i\sum_p h_{x_{\sigma(i)}p}\,\psi(x[\sigma(i)\to p])=\operatorname{sgn}(\sigma)\,(H\psi)(x),$$

since $\sigma(i)$ runs over all particles as $i$ does. The identity for the moved configuration is `hu`, and `Equiv.sum_comp` relabels the sum.

```lean
/-- A sum of identical one-body operators maps fermionic wavefunctions to fermionic ones. -/
theorem oneBody_fermionic (h : Matrix (Fin M) (Fin M) ℂ) {ψ : (Fin N → Fin M) → ℂ}
    (hψ : IsFermionic ψ) : IsFermionic (oneBody h ψ) := by
  intro σ x
  have hu : ∀ i p, Function.update (x ∘ σ) i p = Function.update x (σ i) p ∘ σ := by
    intro i p
    ext j
    simp [Function.update_apply]
  unfold oneBody
  simp_rw [hu, hψ σ, Function.comp_apply]
  -- relabel the particles by the permutation
  refine (Finset.sum_congr rfl fun i _ => ?_).trans
    ((Equiv.sum_comp σ (fun i => ((Equiv.Perm.sign σ : ℤ) : ℂ) *
      ∑ p, h (x i) p * ψ (Function.update x i p))).trans (Finset.mul_sum _ _ _).symm)
  simp only [Finset.mul_sum]
  exact Finset.sum_congr rfl fun p _ => by ring
```

## One orbital product replaces the bra

Let $\psi$ be fermionic. Expanding the bra gives

$$\langle\Psi_A|\psi\rangle=\frac{1}{\sqrt{N!}}\sum_\sigma\sum_x \operatorname{sgn}(\sigma)\prod_i\overline{A_{x_{\sigma(i)}i}}\;\psi(x).$$

Substitute $y=x\circ\sigma$. Then $\operatorname{sgn}(\sigma)\psi(x)=\psi(y)$, so each of the $N!$ permutations contributes the same sum, and

$$\langle\Psi_A|\psi\rangle=\sqrt{N!}\,\sum_y\prod_i\overline{A_{y_i i}}\;\psi(y).$$

In the proof, `hstar` is the expansion, `hσ` the substitution for one permutation, and `hperm` the count of $N!$ equal terms.

```lean
/-- Against a fermionic wavefunction, a Slater determinant acts as `√N!` times the plain
product of its orbitals. -/
theorem braket_slater (A : Matrix (Fin M) (Fin N) ℂ) {ψ : (Fin N → Fin M) → ℂ}
    (hψ : IsFermionic ψ) :
    braket (slater A) ψ = rootFactorial N * ∑ x, (∏ i, star (A (x i) i)) * ψ x := by
  have hc : rootFactorial N ≠ 0 := Complex.ofReal_ne_zero.mpr
    (Real.sqrt_pos.mpr (Nat.cast_pos.mpr N.factorial_pos)).ne'
  have hsq : rootFactorial N * rootFactorial N = (N.factorial : ℂ) := by
    rw [rootFactorial, ← Complex.ofReal_mul, Real.mul_self_sqrt (Nat.cast_nonneg _),
      Complex.ofReal_natCast]
  have hr : star (rootFactorial N) = rootFactorial N := Complex.conj_ofReal _
  have hstar : ∀ x, star (slater A x) = (rootFactorial N)⁻¹ *
      ∑ σ : Equiv.Perm (Fin N), ((Equiv.Perm.sign σ : ℤ) : ℂ) *
        ∏ i, star (A (x (σ i)) i) := by
    intro x
    rw [slater, star_mul', star_inv₀, hr, Matrix.det_apply', star_sum]
    simp only [star_mul', star_prod, star_intCast, Matrix.submatrix_apply, id_eq]
  -- all N! terms of the determinant contribute equally
  have hperm : ∑ x, (∑ σ : Equiv.Perm (Fin N), ((Equiv.Perm.sign σ : ℤ) : ℂ) *
      ∏ i, star (A (x (σ i)) i)) * ψ x
      = (N.factorial : ℂ) * ∑ x, (∏ i, star (A (x i) i)) * ψ x := by
    simp_rw [Finset.sum_mul]
    rw [Finset.sum_comm]
    have hσ : ∀ σ : Equiv.Perm (Fin N), ∑ x, ((Equiv.Perm.sign σ : ℤ) : ℂ) *
        (∏ i, star (A (x (σ i)) i)) * ψ x = ∑ x, (∏ i, star (A (x i) i)) * ψ x := by
      intro σ
      refine Eq.trans (Finset.sum_congr rfl fun x _ => ?_)
        ((Equiv.arrowCongr σ.symm (Equiv.refl (Fin M))).sum_comp
          (fun x => (∏ i, star (A (x i) i)) * ψ x))
      change _ = (∏ i, star (A (x (σ i)) i)) * ψ (x ∘ σ)
      rw [hψ σ x]
      ring
    rw [Finset.sum_congr rfl fun σ _ => hσ σ, Finset.sum_const, Finset.card_univ,
      Fintype.card_perm, Fintype.card_fin, nsmul_eq_mul]
  rw [braket, Finset.sum_congr rfl fun x _ => by rw [hstar x, mul_assoc],
    ← Finset.mul_sum, hperm, ← hsq, mul_assoc, inv_mul_cancel_left₀ hc]
```

## Sums inside the rows of a determinant

Let $c_i(p)$ be amplitudes and let row $i$ of a determinant, with entries $G_i(x_i,j)$, depend only on particle $i$. Then

$$\sum_x\prod_i c_i(x_i)\,\det\big[G_i(x_i,j)\big]_{ij}=\det\Big[\sum_p c_i(p)\,G_i(p,j)\Big]_{ij}.$$

To see this, expand the determinant over permutations $\sigma$. The term of $\sigma$ is a product over particles, and the sum over configurations factorises:

$$\sum_x\prod_i c_i(x_i)G_i(x_i,\sigma(i))=\prod_i\sum_p c_i(p)G_i(p,\sigma(i)).$$

The factorisation is `Finset.prod_univ_sum`. The auxiliary `hdet` writes the expansion with the permutation on the column index.

```lean
/-- Summing a product of one-particle amplitudes against a determinant whose row `i` depends
only on particle `i` carries out each one-particle sum inside its own row. -/
theorem sum_prod_mul_det (c : Fin N → Fin M → ℂ) (G : Fin N → Fin M → Fin N → ℂ) :
    ∑ x : Fin N → Fin M, (∏ i, c i (x i)) * (Matrix.of fun i j => G i (x i) j).det
      = (Matrix.of fun i j => ∑ p, c i p * G i p j).det := by
  have hdet : ∀ K : Matrix (Fin N) (Fin N) ℂ, K.det
      = ∑ σ : Equiv.Perm (Fin N), ((Equiv.Perm.sign σ : ℤ) : ℂ) * ∏ i, K i (σ i) := by
    intro K
    rw [← Matrix.det_transpose, Matrix.det_apply']
    rfl
  simp only [hdet, Matrix.of_apply, Finset.mul_sum]
  rw [Finset.sum_comm]
  refine Finset.sum_congr rfl fun σ _ => ?_
  rw [Finset.prod_univ_sum, Fintype.piFinset_univ, Finset.mul_sum]
  refine Finset.sum_congr rfl fun x _ => ?_
  rw [Finset.prod_mul_distrib]
  ring
```

## The operator changes one row at a time

Write $K[k\leftarrow v]$ for a square matrix $K$ with row $k$ replaced by $v$. Expansion along that row gives

$$\det K[k\leftarrow v]=\sum_j\operatorname{adj}(K)_{jk}\,v_j,$$

because the cofactors of row $k$ do not involve row $k$ itself. Lean obtains this from Mathlib's form of Cramer's rule.

```lean
/-- Expansion of a determinant along a replaced row `k`, with cofactors from the adjugate. -/
theorem det_replace_row (K : Matrix (Fin N) (Fin N) ℂ) (k : Fin N) (v : Fin N → ℂ) :
    (K.updateRow k v).det = ∑ j, K.adjugate j k * v j := by
  rw [← Matrix.cramer_transpose_apply, Matrix.cramer_eq_adjugate_mulVec,
    ← Matrix.adjugate_transpose]
  rfl
```

Now let $B_x$ be the matrix with entries $B_{x_i j}$. Moving particle $k$ to state $p$ replaces row $k$ of $B_x$ by row $p$ of $B$. The determinant is linear in that row, and $\sum_p h_{x_k p}B_{pj}=(hB)_{x_k j}$, so

$$(H\Psi_B)(x)=\frac{1}{\sqrt{N!}}\sum_k\det B_x[k\leftarrow (hB)_{x_k}],$$

where $(hB)_{x_k}$ is row $x_k$ of $hB$. The proof gets the linearity by applying the row expansion to both sides.

```lean
/-- The one-body operator acts on a Slater determinant by replacing one row at a time by the
corresponding row of `h B`. -/
theorem oneBody_slater (h : Matrix (Fin M) (Fin M) ℂ) (B : Matrix (Fin M) (Fin N) ℂ)
    (x : Fin N → Fin M) :
    oneBody h (slater B) x = (rootFactorial N)⁻¹ *
      ∑ k, ((B.submatrix x id).updateRow k ((h * B) (x k))).det := by
  rw [oneBody, Finset.mul_sum]
  refine Finset.sum_congr rfl fun k _ => ?_
  have hrow : ∀ p, slater B (Function.update x k p) = (rootFactorial N)⁻¹ *
      ∑ j, (B.submatrix x id).adjugate j k * B p j := by
    intro p
    have hm : B.submatrix (Function.update x k p) id
        = (B.submatrix x id).updateRow k (B p) := by
      ext i j
      rcases eq_or_ne i k with rfl | hik
      · simp
      · simp [Matrix.updateRow_apply, hik]
    rw [slater, hm, det_replace_row]
  simp_rw [hrow, det_replace_row, Matrix.mul_apply, Finset.mul_sum]
  rw [Finset.sum_comm]
  exact Finset.sum_congr rfl fun j _ => Finset.sum_congr rfl fun p _ => by ring
```

## Overlap and norm

Take $\psi=\Psi_B$ in the reduced bracket. The factors $\sqrt{N!}$ and $1/\sqrt{N!}$ cancel, and the row-by-row summation with $c_i(p)=\overline{A_{pi}}$ and $G_i(p,j)=B_{pj}$ yields

$$\langle\Psi_A|\Psi_B\rangle=\det\Big[\sum_p\overline{A_{pi}}B_{pj}\Big]_{ij}=\det S.$$

```lean
/-- The overlap of two Slater determinants is the determinant of the orbital overlap
matrix. -/
theorem slater_overlap (A B : Matrix (Fin M) (Fin N) ℂ) :
    braket (slater A) (slater B) = (Aᴴ * B).det := by
  have hc : rootFactorial N ≠ 0 := Complex.ofReal_ne_zero.mpr
    (Real.sqrt_pos.mpr (Nat.cast_pos.mpr N.factorial_pos)).ne'
  rw [braket_slater A (slater_fermionic B), Finset.mul_sum]
  refine Eq.trans (Finset.sum_congr rfl fun x _ => ?_)
    (sum_prod_mul_det (fun i p => star (A p i)) (fun _ p j => B p j))
  rw [slater, mul_left_comm, mul_inv_cancel_left₀ hc]
  rfl
```

With $B=A$ the squared norm is $\det(A^*A)$, which is one for orthonormal columns. For other linearly independent orbitals, the value between unit vectors follows on dividing the matrix element by $\sqrt{\det(A^*A)\det(B^*B)}$.

## The matrix element for any overlap matrix

Put $T=A^*hB$. Since $H\Psi_B$ is fermionic, the bra again reduces to one orbital product and the factorials cancel. In the $k$-th term of $H\Psi_B$, the summation turns every row $i\neq k$ into row $i$ of $S$, and row $k$ into row $k$ of $T$. Therefore

$$\langle\Psi_A|H|\Psi_B\rangle=\sum_k\det S[k\leftarrow T_k]=\sum_k\sum_j\operatorname{adj}(S)_{jk}T_{kj}=\operatorname{tr}(\operatorname{adj}(S)\,T).$$

The theorem states this equality for all complex $A$, $B$ and $h$ of matching sizes, with no further hypothesis. In its proof, `hk` is the summation for fixed $k$, where `e1` and `e2` write the replaced row as a case distinction on $i=k$. The `calc` block then follows the displayed chain.

```lean
/-- The matrix element of a sum of one-body operators between two Slater determinants is
`tr(adj(S) A* h B)`, where `S = A* B` is the orbital overlap matrix, singular or not. -/
theorem slater_oneBody (A B : Matrix (Fin M) (Fin N) ℂ) (h : Matrix (Fin M) (Fin M) ℂ) :
    braket (slater A) (oneBody h (slater B))
      = ((Aᴴ * B).adjugate * (Aᴴ * h * B)).trace := by
  have hc : rootFactorial N ≠ 0 := Complex.ofReal_ne_zero.mpr
    (Real.sqrt_pos.mpr (Nat.cast_pos.mpr N.factorial_pos)).ne'
  -- summing over configurations turns the replaced row into a row of A* h B
  have hk : ∀ k, ∑ x : Fin N → Fin M, (∏ i, star (A (x i) i)) *
      ((B.submatrix x id).updateRow k ((h * B) (x k))).det
      = ((Aᴴ * B).updateRow k ((Aᴴ * (h * B)) k)).det := by
    intro k
    have e1 : ∀ x : Fin N → Fin M, (B.submatrix x id).updateRow k ((h * B) (x k))
        = Matrix.of fun i j => if i = k then (h * B) (x i) j else B (x i) j := by
      intro x
      ext i j
      rcases eq_or_ne i k with rfl | hik
      · simp
      · simp [Matrix.updateRow_apply, hik]
    have e2 : (Aᴴ * B).updateRow k ((Aᴴ * (h * B)) k) = Matrix.of fun i j =>
        ∑ p, star (A p i) * (if i = k then (h * B) p j else B p j) := by
      ext i j
      rcases eq_or_ne i k with rfl | hik
      · simp [Matrix.mul_apply]
      · simp [Matrix.updateRow_apply, Matrix.mul_apply, hik]
    rw [e2]
    refine Eq.trans (Finset.sum_congr rfl fun x _ => ?_)
      (sum_prod_mul_det (fun i p => star (A p i))
        (fun i p j => if i = k then (h * B) p j else B p j))
    rw [e1 x]
  rw [braket_slater A (oneBody_fermionic h (slater_fermionic B)), Finset.mul_sum,
    Matrix.mul_assoc Aᴴ h B]
  calc ∑ x, rootFactorial N * ((∏ i, star (A (x i) i)) * oneBody h (slater B) x)
      = ∑ x : Fin N → Fin M, ∑ k, (∏ i, star (A (x i) i)) *
          ((B.submatrix x id).updateRow k ((h * B) (x k))).det := by
        refine Finset.sum_congr rfl fun x _ => ?_
        rw [oneBody_slater, mul_left_comm, mul_inv_cancel_left₀ hc, Finset.mul_sum]
    _ = ∑ k, ((Aᴴ * B).updateRow k ((Aᴴ * (h * B)) k)).det := by
        rw [Finset.sum_comm]
        exact Finset.sum_congr rfl fun k _ => hk k
    _ = ((Aᴴ * B).adjugate * (Aᴴ * (h * B))).trace := by
        simp_rw [det_replace_row]
        rw [Finset.sum_comm]
        rfl
```

The smallest case of interest is one particle, with orbitals $a$ and $b$. The adjugate of any $1\times1$ matrix is 1, so the formula reads $a^*hb$, whether or not $a$ and $b$ overlap.

If $\det S\neq0$, then $\operatorname{adj}(S)=\det(S)\,S^{-1}$, and the familiar expression returns:

$$\langle\Psi_A|H|\Psi_B\rangle=\det(S)\operatorname{tr}(S^{-1}A^*hB).$$

The condition is the hypothesis `hS`.

```lean
/-- If the orbital overlap matrix `S = A* B` is nonsingular, the one-body matrix element is
`det(S) tr(S⁻¹ A* h B)`. -/
theorem slater_oneBody_nonsingular (A B : Matrix (Fin M) (Fin N) ℂ)
    (h : Matrix (Fin M) (Fin M) ℂ) (hS : (Aᴴ * B).det ≠ 0) :
    braket (slater A) (oneBody h (slater B))
      = (Aᴴ * B).det * ((Aᴴ * B)⁻¹ * (Aᴴ * h * B)).trace := by
  have hadj : (Aᴴ * B).adjugate = (Aᴴ * B).det • (Aᴴ * B)⁻¹ := by
    rw [Matrix.inv_def, smul_smul, Ring.mul_inverse_cancel _ (isUnit_iff_ne_zero.mpr hS),
      one_smul]
  rw [slater_oneBody, hadj, Matrix.smul_mul, Matrix.trace_smul, smul_eq_mul]
```

## A single excitation with zero overlap

Let two particles occupy basis states 0 and 1 in the bra, and 0 and 2 in the ket. Then

$$S=\begin{pmatrix}1&0\\0&0\end{pmatrix},\qquad \operatorname{adj}(S)=\begin{pmatrix}0&0\\0&1\end{pmatrix}.$$

The overlap $\det S$ is zero. The trace selects the entry $T_{11}$, counted from 0, which is the element of $h$ between the orbital that was left and the one that was entered: $h_{12}$. This is the Slater–Condon value for a single excitation, here for two particles in three states. Lean computes $S$ in `hS` and then evaluates both formulas entry by entry.

```lean
/-- Two particles on basis states 0, 1, 2: the determinants occupying 0, 1 and 0, 2 have zero
overlap, and their one-body matrix element is `h 1 2`. -/
theorem single_excitation (h : Matrix (Fin 3) (Fin 3) ℂ) :
    braket (slater !![1, 0; 0, 1; 0, 0]) (slater !![1, 0; 0, 0; 0, 1]) = 0 ∧
    braket (slater !![1, 0; 0, 1; 0, 0]) (oneBody h (slater !![1, 0; 0, 0; 0, 1]))
      = h 1 2 := by
  have hS : (!![1, 0; 0, 1; 0, 0] : Matrix (Fin 3) (Fin 2) ℂ)ᴴ *
      (!![1, 0; 0, 0; 0, 1] : Matrix (Fin 3) (Fin 2) ℂ)
      = (!![1, 0; 0, 0] : Matrix (Fin 2) (Fin 2) ℂ) := by
    ext i j
    fin_cases i <;> fin_cases j <;> simp [Matrix.mul_apply, Fin.sum_univ_three]
  constructor
  · rw [slater_overlap, hS]
    simp [Matrix.det_fin_two]
  · rw [slater_oneBody, hS, Matrix.adjugate_fin_two, Matrix.trace_fin_two]
    -- expand all products into entries before evaluating them
    simp only [Matrix.mul_apply, Fin.sum_univ_two, Fin.sum_univ_three]
    simp

end SlaterOneBody
```

```lean
#print axioms SlaterOneBody.slater_oneBody
-- 'SlaterOneBody.slater_oneBody' depends on axioms: [propext, Classical.choice, Quot.sound]
#print axioms SlaterOneBody.slater_oneBody_nonsingular
-- 'SlaterOneBody.slater_oneBody_nonsingular' depends on axioms: [propext, Classical.choice, Quot.sound]
#print axioms SlaterOneBody.single_excitation
-- 'SlaterOneBody.single_excitation' depends on axioms: [propext, Classical.choice, Quot.sound]
```
